# Overlapping projectors can destroy the positivity of an ultrasoft overlap operator

Each atom is given a single real projector vector, and all atoms share one real augmentation strength $q$. In an ultrasoft pseudopotential, $q$ stands for the norm that a smooth pseudo partial wave lacks inside the augmentation region, compared with the all-electron wave. It is negative when the pseudo wave carries too much norm there. Projectors are normalised to unit length, with their original squared length absorbed into $q$.

Let $u$ and $v$ be the unit projectors of two atoms in a real inner-product space, and let $s=\langle u,v\rangle$. The overlap operator is
$$Sx = x+q\langle u,x\rangle u+q\langle v,x\rangle v .$$
It is positive definite if and only if $1+q(1+|s|)>0$. For one isolated atom the condition is $1+q>0$. Hence, if $-1<q\le -1/(1+|s|)$, both atoms are valid separately and the pair is not.

## From the quadratic form to the criterion

Sufficiency is no harder for a finite family of projectors $p_i$, with $Sx=x+q\sum_i\langle p_i,x\rangle p_i$. Write $c_i=\langle p_i,x\rangle$ and $A=\sum_i c_i^2$. Taking the inner product with $x$ gives
$$\langle x,Sx\rangle=\|x\|^2+qA .$$

Only a negative $q$ is dangerous, so $A$ needs an upper bound. Suppose that $B\ge 0$ and $\sum_j|\langle p_i,p_j\rangle|\le B$ for every $i$. Put $y=\sum_i c_ip_i$, so that $\langle y,x\rangle=A$. Since $|c_ic_j|\le (c_i^2+c_j^2)/2$,
$$\|y\|^2=\sum_{i,j}c_ic_j\langle p_i,p_j\rangle
\le\sum_{i,j}\frac{c_i^2+c_j^2}{2}|\langle p_i,p_j\rangle|
=\sum_i c_i^2\sum_j|\langle p_i,p_j\rangle|\le BA .$$
The equality uses the symmetry of the double sum in $i$ and $j$. By Cauchy-Schwarz, $A^2\le\|y\|^2\|x\|^2\le BA\|x\|^2$. If $A>0$, division by $A$ gives $A\le B\|x\|^2$; if $A=0$, this holds because $B\ge0$.

Now let $x\ne0$ and $1+qB>0$. If $q\ge0$, then $\langle x,Sx\rangle\ge\|x\|^2>0$. If $q\le0$, then $\langle x,Sx\rangle\ge(1+qB)\|x\|^2>0$. For the pair, both row sums equal $1+|s|$, so $B=1+|s|$ proves sufficiency.

For necessity, insert the sum and the difference of the projectors:
$$S(u+v)=(1+q(1+s))(u+v),\qquad S(u-v)=(1+q(1-s))(u-v).$$
Their squared norms are $\|u\pm v\|^2=2\pm2s$. If $s\ge0$, take $w=u+v$; if $s\le0$, take $w=u-v$. In either case $\|w\|^2=2+2|s|>0$ and
$$\langle w,Sw\rangle=(1+q(1+|s|))(2+2|s|).$$
Positive definiteness makes the left side positive, and therefore also the first factor. The argument includes parallel projectors, where the combination that vanishes is the one not used.

For an isolated atom, $\langle u,Su\rangle=1+q$ gives necessity, and $B=1$ gives sufficiency.

## Where a calculation meets the condition

An ultrasoft calculation solves $Hc=\varepsilon Sc$, where $H$ and $S$ are now matrices in a basis and $c$ is a coefficient vector. A common first step is the Cholesky factorisation $S=LL^{\mathsf T}$, which turns this into an ordinary symmetric eigenvalue problem.

Take $u=(1,0)$, $v=(3/5,4/5)$ and $q=-4/5$ in the plane. Then
$$S=\frac1{125}\begin{pmatrix}-11&-48\\-48&61\end{pmatrix},$$
and the factorisation stops at its first pivot, which would require the square root of $-11/125$. The eigenvalues are $-7/25$ along $u+v$ and $17/25$ along $u-v$. An orbital along $u+v$ has negative generalised norm and can't be normalised to $\langle\psi,S\psi\rangle=1$. For two atoms with one projector each and equal strengths, the criterion tells from $q$ and $s$ alone whether the full space contains a nonzero orbital with $\langle\psi,S\psi\rangle\le0$. A basis that doesn't span the full space can miss such an orbital, and the factorisation may then succeed.

## The operator and its positivity in Lean

The space `E` is any real inner-product space, of finite or infinite dimension. The finite type `ι` labels the projectors.

```lean
import Mathlib

open scoped InnerProductSpace

namespace UltrasoftOverlap

variable {E : Type*} [NormedAddCommGroup E] [InnerProductSpace ℝ E]
variable {ι : Type*} [Fintype ι]
```

The operator is a function on `E`. The notation `⟪p i, x⟫_ℝ` is the real inner product, and `•` multiplies a vector by a scalar.

```lean
/-- The ultrasoft overlap operator `x ↦ x + ∑ i, q ⟨p i, x⟩ p i` for projector vectors `p i`
with common augmentation strength `q`. -/
noncomputable def overlap (q : ℝ) (p : ι → E) (x : E) : E :=
  x + ∑ i, (q * ⟪p i, x⟫_ℝ) • p i
```

Positive definiteness consists of two requirements: symmetry, and a strictly positive quadratic form on every nonzero vector.

```lean
/-- An operator is positive definite if it is symmetric and its quadratic form is strictly
positive on every nonzero vector. -/
def IsPosDef (S : E → E) : Prop :=
  (∀ x y, ⟪S x, y⟫_ℝ = ⟪x, S y⟫_ℝ) ∧ ∀ x, x ≠ 0 → 0 < ⟪x, S x⟫_ℝ
```

These definitions leave out complex orbitals, unequal strengths and a matrix of augmentation coefficients coupling several projectors on one atom. The number $q$ is given and is not derived from partial waves.

The first lemma is the formula $\langle x,Sx\rangle=\|x\|^2+qA$. It expands the inner product and compares the sums term by term.

```lean
/-- The quadratic form `⟨x, S x⟩` of the overlap operator `S` is `‖x‖²` plus `q` times the sum of
the squared inner products `⟨p i, x⟩²`. -/
theorem inner_overlap (q : ℝ) (p : ι → E) (x : E) :
    ⟪x, overlap q p x⟫_ℝ = ‖x‖ ^ 2 + q * ∑ i, ⟪p i, x⟫_ℝ ^ 2 := by
  rw [overlap, inner_add_right, real_inner_self_eq_norm_sq, inner_sum, Finset.mul_sum]
  congr 1
  refine Finset.sum_congr rfl fun i _ => ?_
  rw [real_inner_smul_right, real_inner_comm (p i) x]
  ring
```

Symmetry follows in the same way, since each projector contributes $q\langle p_i,x\rangle\langle p_i,y\rangle$ to both sides.

```lean
/-- The overlap operator is symmetric. -/
theorem overlap_symmetric (q : ℝ) (p : ι → E) (x y : E) :
    ⟪overlap q p x, y⟫_ℝ = ⟪x, overlap q p y⟫_ℝ := by
  rw [overlap, overlap, inner_add_left, inner_add_right, sum_inner, inner_sum]
  congr 1
  refine Finset.sum_congr rfl fun i _ => ?_
  rw [real_inner_smul_left, real_inner_smul_right, real_inner_comm (p i) x]
  ring
```

## Bounding the total projection

The next theorem is $A\le B\|x\|^2$. In its proof, `hy` is $\langle y,x\rangle=A$, `hswap` is the symmetry of the double sum, and `hrow` applies the row-sum bound. The `calc` block in `hn` is the displayed estimate of $\|y\|^2$. There `abs_cases` splits on the sign of each overlap, and the inequality follows from $(c_i-c_j)^2\ge0$ or $(c_i+c_j)^2\ge0$.

After Cauchy-Schwarz, the proof avoids division. It assumes $A>B\|x\|^2$, which forces $A>0$, and multiplies by $A$ to contradict $A^2\le BA\|x\|^2$.

```lean
/-- If for each projector the absolute overlaps with all projectors, itself included, sum to at most
`B ≥ 0`, then the sum of the squared inner products `⟨p i, x⟩²` is at most `B ‖x‖²`. -/
theorem sum_sq_projection_le (p : ι → E) {B : ℝ} (hB0 : 0 ≤ B)
    (hB : ∀ i, ∑ j, |⟪p i, p j⟫_ℝ| ≤ B) (x : E) :
    ∑ i, ⟪p i, x⟫_ℝ ^ 2 ≤ B * ‖x‖ ^ 2 := by
  obtain ⟨c, hc⟩ : ∃ c : ι → ℝ, ∀ i, c i = ⟪p i, x⟫_ℝ := ⟨_, fun _ => rfl⟩
  simp only [← hc]
  have hy : ⟪∑ i, c i • p i, x⟫_ℝ = ∑ i, c i ^ 2 := by
    rw [sum_inner]
    refine Finset.sum_congr rfl fun i _ => ?_
    rw [real_inner_smul_left, ← hc]
    ring
  -- the double sum is symmetric in the two atoms
  have hswap : ∑ i, ∑ j, c j ^ 2 * |⟪p i, p j⟫_ℝ| = ∑ i, ∑ j, c i ^ 2 * |⟪p i, p j⟫_ℝ| := by
    rw [Finset.sum_comm]
    refine Finset.sum_congr rfl fun a _ => Finset.sum_congr rfl fun b _ => ?_
    rw [real_inner_comm (p a) (p b)]
  have hrow : ∑ i, ∑ j, c i ^ 2 * |⟪p i, p j⟫_ℝ| ≤ B * ∑ i, c i ^ 2 := by
    rw [Finset.mul_sum]
    refine Finset.sum_le_sum fun i _ => ?_
    rw [← Finset.mul_sum]
    nlinarith [mul_le_mul_of_nonneg_left (hB i) (sq_nonneg (c i))]
  have hn : ‖∑ i, c i • p i‖ ^ 2 ≤ B * ∑ i, c i ^ 2 := by
    calc ‖∑ i, c i • p i‖ ^ 2 = ∑ i, ∑ j, c i * c j * ⟪p i, p j⟫_ℝ := by
          rw [← real_inner_self_eq_norm_sq, sum_inner]
          refine Finset.sum_congr rfl fun i _ => ?_
          rw [inner_sum]
          refine Finset.sum_congr rfl fun j _ => ?_
          rw [real_inner_smul_left, real_inner_smul_right]
          ring
      _ ≤ ∑ i, ∑ j, (c i ^ 2 + c j ^ 2) / 2 * |⟪p i, p j⟫_ℝ| := by
          refine Finset.sum_le_sum fun i _ => Finset.sum_le_sum fun j _ => ?_
          rcases abs_cases ⟪p i, p j⟫_ℝ with ⟨h, h'⟩ | ⟨h, h'⟩
          · rw [h]
            nlinarith [mul_nonneg h' (sq_nonneg (c i - c j))]
          · rw [h]
            nlinarith [mul_nonneg (neg_nonneg.2 h'.le) (sq_nonneg (c i + c j))]
      _ = (∑ i, ∑ j, c i ^ 2 * |⟪p i, p j⟫_ℝ| + ∑ i, ∑ j, c j ^ 2 * |⟪p i, p j⟫_ℝ|) / 2 := by
          rw [← Finset.sum_add_distrib, Finset.sum_div]
          refine Finset.sum_congr rfl fun i _ => ?_
          rw [← Finset.sum_add_distrib, Finset.sum_div]
          refine Finset.sum_congr rfl fun j _ => ?_
          ring
      _ ≤ B * ∑ i, c i ^ 2 := by linarith
  -- Cauchy-Schwarz for `∑ i, c i • p i` and `x`
  have hcs := real_inner_le_norm (∑ i, c i • p i) x
  rw [hy] at hcs
  have hA : 0 ≤ ∑ i, c i ^ 2 := Finset.sum_nonneg fun i _ => sq_nonneg (c i)
  have hsq := mul_self_le_mul_self hA hcs
  have hmul := mul_le_mul_of_nonneg_right hn (sq_nonneg ‖x‖)
  by_contra hlt
  have hlt' := not_le.1 hlt
  have hpos : 0 < ∑ i, c i ^ 2 := lt_of_le_of_lt (mul_nonneg hB0 (sq_nonneg ‖x‖)) hlt'
  have hbig := mul_lt_mul_of_pos_left hlt' hpos
  linarith
```

The hypothesis `hB0` adds information only for an empty family; otherwise $B\ge0$ follows from the row sums.

The sufficient condition for any finite number of projectors then splits on the sign of $q$, as in the derivation. For more than two atoms this theorem gives one direction only.

```lean
/-- For any finite number of atoms, if the absolute overlaps of each projector with all
projectors sum to at most `B ≥ 0` and `1 + q B > 0`, the overlap operator is positive definite. -/
theorem posDef_of_row_sums (q : ℝ) (p : ι → E) {B : ℝ} (hB0 : 0 ≤ B)
    (hB : ∀ i, ∑ j, |⟪p i, p j⟫_ℝ| ≤ B) (h : 0 < 1 + q * B) :
    IsPosDef (overlap q p) := by
  refine ⟨overlap_symmetric q p, fun x hx => ?_⟩
  rw [inner_overlap]
  have hx2 : 0 < ‖x‖ ^ 2 := pow_pos (norm_pos_iff.2 hx) 2
  have hA : 0 ≤ ∑ i, ⟪p i, x⟫_ℝ ^ 2 := Finset.sum_nonneg fun i _ => sq_nonneg _
  rcases le_total 0 q with hq | hq
  · linarith [mul_nonneg hq hA]
  · nlinarith [mul_le_mul_of_nonpos_left (sum_sq_projection_le p hB0 hB x) hq, mul_pos h hx2]
```

## Two atoms

The family `![u, v]` lists the two projectors, and for it the general definition reduces to the operator stated at the start.

```lean
/-- For two atoms the overlap operator is `x + q⟨u,x⟩u + q⟨v,x⟩v`. -/
theorem overlap_pair (q : ℝ) (u v x : E) :
    overlap q ![u, v] x = x + (q * ⟪u, x⟫_ℝ) • u + (q * ⟪v, x⟫_ℝ) • v := by
  simp [overlap, Fin.sum_univ_two, add_assoc]
```

The two eigenvalue equations come next. The rewrites insert $\|u\|=\|v\|=1$ and $\langle v,u\rangle=\langle u,v\rangle$, and `module` compares the coefficients of $u$ and $v$.

```lean
/-- For unit projectors, the overlap operator multiplies the sum `u + v` by `1 + q(1 + s)` and
the difference `u - v` by `1 + q(1 - s)`, where `s = ⟨u,v⟩`. -/
theorem overlap_sum_difference (q : ℝ) {u v : E} (hu : ‖u‖ = 1) (hv : ‖v‖ = 1) :
    overlap q ![u, v] (u + v) = (1 + q * (1 + ⟪u, v⟫_ℝ)) • (u + v) ∧
    overlap q ![u, v] (u - v) = (1 + q * (1 - ⟪u, v⟫_ℝ)) • (u - v) := by
  constructor
  · rw [overlap_pair, inner_add_right, inner_add_right, real_inner_self_eq_norm_sq,
      real_inner_self_eq_norm_sq, hu, hv, real_inner_comm u v]
    module
  · rw [overlap_pair, inner_sub_right, inner_sub_right, real_inner_self_eq_norm_sq,
      real_inner_self_eq_norm_sq, hu, hv, real_inner_comm u v]
    module
```

In the main theorem, `hu` and `hv` say that the projectors have unit length. The forward direction splits on the sign of $s$. In each case `hn` computes the squared norm of the test vector, `hne` shows that the vector is nonzero, and `ht` is the positivity of its quadratic form. The reverse direction supplies the two row sums $1+|s|$ to `posDef_of_row_sums`.

```lean
/-- The overlap operator of two atoms with unit projectors `u`, `v` and common strength `q` is
positive definite if and only if `1 + q(1 + |⟨u,v⟩|) > 0`. -/
theorem posDef_pair_iff (q : ℝ) {u v : E} (hu : ‖u‖ = 1) (hv : ‖v‖ = 1) :
    IsPosDef (overlap q ![u, v]) ↔ 0 < 1 + q * (1 + |⟪u, v⟫_ℝ|) := by
  constructor
  · intro h
    obtain ⟨e1, e2⟩ := overlap_sum_difference q hu hv
    rcases le_total 0 ⟪u, v⟫_ℝ with hs | hs
    · -- nonnegative overlap: test on the sum
      have hn : ‖u + v‖ ^ 2 = 2 + 2 * ⟪u, v⟫_ℝ := by
        rw [norm_add_sq_real, hu, hv]
        ring
      have hne : u + v ≠ 0 := by
        intro h0
        rw [h0, norm_zero] at hn
        linarith
      have ht := h.2 _ hne
      rw [e1, real_inner_smul_right, real_inner_self_eq_norm_sq, hn] at ht
      rw [abs_of_nonneg hs]
      by_contra hc
      nlinarith [mul_nonneg (neg_nonneg.2 (not_lt.1 hc))
        (by linarith : 0 ≤ 2 + 2 * ⟪u, v⟫_ℝ)]
    · -- nonpositive overlap: test on the difference
      have hn : ‖u - v‖ ^ 2 = 2 - 2 * ⟪u, v⟫_ℝ := by
        rw [norm_sub_sq_real, hu, hv]
        ring
      have hne : u - v ≠ 0 := by
        intro h0
        rw [h0, norm_zero] at hn
        linarith
      have ht := h.2 _ hne
      rw [e2, real_inner_smul_right, real_inner_self_eq_norm_sq, hn] at ht
      rw [abs_of_nonpos hs]
      by_contra hc
      nlinarith [mul_nonneg (neg_nonneg.2 (not_lt.1 hc))
        (by linarith : 0 ≤ 2 - 2 * ⟪u, v⟫_ℝ)]
  · intro h
    have huu : ⟪u, u⟫_ℝ = 1 := by rw [real_inner_self_eq_norm_sq, hu, one_pow]
    have hvv : ⟪v, v⟫_ℝ = 1 := by rw [real_inner_self_eq_norm_sq, hv, one_pow]
    refine posDef_of_row_sums q _ (by positivity) (Fin.forall_fin_two.2 ⟨?_, ?_⟩) h
    · rw [Fin.sum_univ_two]
      exact (by rw [huu, abs_one] : |⟪u, u⟫_ℝ| + |⟪u, v⟫_ℝ| = 1 + |⟪u, v⟫_ℝ|).le
    · rw [Fin.sum_univ_two]
      exact (by rw [hvv, abs_one, real_inner_comm u v, add_comm] :
        |⟪v, u⟫_ℝ| + |⟪v, v⟫_ℝ| = 1 + |⟪u, v⟫_ℝ|).le
```

## One atom, and a pair that fails

For the one-member family `![u]`, the forward direction tests the form on $u$ itself, and the reverse uses the row-sum theorem with $B=1$.

```lean
/-- The overlap operator of an isolated atom with unit projector is positive definite if and
only if `1 + q > 0`. -/
theorem posDef_single_iff (q : ℝ) {u : E} (hu : ‖u‖ = 1) :
    IsPosDef (overlap q ![u]) ↔ 0 < 1 + q := by
  constructor
  · intro h
    have hne : u ≠ 0 := by
      intro h0
      simp [h0] at hu
    have ht := h.2 u hne
    rw [inner_overlap] at ht
    simpa [hu] using ht
  · intro h
    refine posDef_of_row_sums q _ zero_le_one (fun i => ?_) (by linarith)
    simp [hu]
```

The final theorem treats the planar example. `EuclideanSpace ℝ (Fin 2)` is the plane with its usual inner product, and `!₂[3 / 5, 4 / 5]` is a vector in it. The proof computes both norms and the overlap $s=3/5$, then applies the two criteria: $1+q=1/5$ is positive, whereas $1+q(1+|s|)=-7/25$ is negative.

```lean
/-- In the plane, with projectors `(1, 0)` and `(3/5, 4/5)` and `q = -4/5`, each atom alone has a
positive definite overlap operator, but the pair does not. -/
theorem separately_valid_pair_fails :
    IsPosDef (overlap (-4 / 5) ![(!₂[1, 0] : EuclideanSpace ℝ (Fin 2))]) ∧
    IsPosDef (overlap (-4 / 5) ![(!₂[3 / 5, 4 / 5] : EuclideanSpace ℝ (Fin 2))]) ∧
    ¬ IsPosDef (overlap (-4 / 5)
      ![(!₂[1, 0] : EuclideanSpace ℝ (Fin 2)), !₂[3 / 5, 4 / 5]]) := by
  have hu : ‖(!₂[1, 0] : EuclideanSpace ℝ (Fin 2))‖ = 1 := by
    norm_num [EuclideanSpace.norm_eq, Fin.sum_univ_two]
  have hv : ‖(!₂[3 / 5, 4 / 5] : EuclideanSpace ℝ (Fin 2))‖ = 1 := by
    norm_num [EuclideanSpace.norm_eq, Fin.sum_univ_two]
  have hs : ⟪(!₂[1, 0] : EuclideanSpace ℝ (Fin 2)), !₂[3 / 5, 4 / 5]⟫_ℝ = 3 / 5 := by
    simp [PiLp.inner_apply, Fin.sum_univ_two]
  refine ⟨(posDef_single_iff _ hu).2 (by norm_num), (posDef_single_iff _ hv).2 (by norm_num), ?_⟩
  rw [posDef_pair_iff _ hu hv, hs, abs_of_pos (by norm_num)]
  norm_num

end UltrasoftOverlap
```

```lean
#print axioms UltrasoftOverlap.overlap_sum_difference
#print axioms UltrasoftOverlap.separately_valid_pair_fails
```

```
'UltrasoftOverlap.overlap_sum_difference' depends on axioms: [propext, Classical.choice, Quot.sound]
'UltrasoftOverlap.separately_valid_pair_fails' depends on axioms: [propext, Classical.choice, Quot.sound]
```
